# The augmentation matrix gives the difference in squared norm between an all-electron hybrid and its pseudo-hybrid

Take finitely many all-electron waves φ_i and equally many pseudo-waves ψ_i in a complex inner product space, and let q_ij = ⟨φ_i|φ_j⟩ − ⟨ψ_i|ψ_j⟩ be their augmentation matrix. The theorem `normDeficit_augmentation` states that, for any complex coefficients c_i, the quadratic form c*qc equals ‖∑ c_i φ_i‖² − ‖∑ c_i ψ_i‖², the squared norm that the pseudo-hybrid lacks relative to the all-electron one. Neither the waves nor the hybrids need be normalised, the waves need not be orthogonal, and the difference may be negative. The proof first shows, in a step called `key`, that the squared norm of any such hybrid is a double sum over overlaps, then applies this to both families and subtracts term by term.

As first written in Lean, the proof fails:

```lean
import Mathlib

open Matrix

namespace NormDeficitAugmentation

noncomputable section

variable {N : ℕ} {E : Type*} [NormedAddCommGroup E] [InnerProductSpace ℂ E]

/-- The norm deficit `c* q c` of the hybrid with coefficients `c`, for the augmentation
matrix `q`. -/
def normDeficit (q : Matrix (Fin N) (Fin N) ℂ) (c : Fin N → ℂ) : ℂ :=
  star c ⬝ᵥ q *ᵥ c

/-- The augmentation matrix: overlaps of the all-electron waves `φ` minus overlaps of the
pseudo-waves `ψ`. -/
def augmentation (φ ψ : Fin N → E) : Matrix (Fin N) (Fin N) ℂ :=
  Matrix.of fun i j => inner ℂ (φ i) (φ j) - inner ℂ (ψ i) (ψ j)

/-- The norm deficit as a double sum over the reference waves. -/
theorem normDeficit_eq_sum (q : Matrix (Fin N) (Fin N) ℂ) (c : Fin N → ℂ) :
    normDeficit q c = ∑ i, ∑ j, star (c i) * q i j * c j := by
  simp only [normDeficit, dotProduct, Matrix.mulVec, Finset.mul_sum, Pi.star_apply, mul_assoc]

/-- For the augmentation matrix of actual waves, the norm deficit is the squared norm of the
all-electron hybrid minus that of the pseudo-hybrid. -/
theorem normDeficit_augmentation (φ ψ : Fin N → E) (c : Fin N → ℂ) :
    normDeficit (augmentation φ ψ) c
      = ((‖∑ i, c i • φ i‖ ^ 2 - ‖∑ i, c i • ψ i‖ ^ 2 : ℝ) : ℂ) := by
  have key (χ : Fin N → E) : ((‖∑ i, c i • χ i‖ ^ 2 : ℝ) : ℂ)
      = ∑ i, ∑ j, star (c i) * inner ℂ (χ i) (χ j) * c j := by
    rw [Complex.ofReal_pow]
    refine (inner_self_eq_norm_sq_to_K (𝕜 := ℂ) _).symm.trans ?_
    rw [sum_inner]
    refine Finset.sum_congr rfl fun i _ => ?_
    rw [inner_sum]
    refine Finset.sum_congr rfl fun j _ => ?_
    simp only [inner_smul_left, inner_smul_right, Complex.star_def]
    ring
  rw [normDeficit_eq_sum, Complex.ofReal_sub, key φ, key ψ]
  simp only [← Finset.sum_sub_distrib]
  refine Finset.sum_congr rfl fun i _ => Finset.sum_congr rfl fun j _ => ?_
  simp only [augmentation, Matrix.of_apply]
  ring

end

end NormDeficitAugmentation
```

The compiler's answer:

```
Main.lean:34:12: error: typeclass instance problem is stuck
  InnerProductSpace ℂ ?m.116

Note: Lean will not try to resolve this typeclass instance problem because the second and fourth type arguments to `InnerProductSpace` are metavariables. These arguments must be fully determined before Lean will try to resolve the typeclass.

Hint: Adding type annotations and supplying implicit arguments to functions can give Lean more information for typeclass resolution. For example, if you have a variable `x` that you intend to be a `Nat`, but Lean reports it as having an unresolved type like `?m`, replacing `x` with `(x : Nat)` can get typeclass resolution un-stuck.
```

The error arises inside `key`, where `inner_self_eq_norm_sq_to_K` is to turn the squared norm into the inner product of the hybrid with itself. The lemma was given the scalar field ℂ, but its vector was left as `_`. The goal does contain that vector, but Lean has to elaborate the lemma before it can resolve `.symm.trans` and compare the result with the goal. At that point nothing says which space the vector lives in, so Lean is looking for an instance of `InnerProductSpace ℂ ?m.116` with the space still unknown. It will not search for an instance in that state, and reports the problem as stuck.

The repair writes the vector out as `∑ i, c i • χ i`. Since `χ i` has type `E`, the space is now known and Lean finds the inner product structure declared for `E` at the top of the file. The mathematical argument is unchanged.

Fix (accepted with no message):

```diff
@@ -32,5 +32,5 @@
       = ∑ i, ∑ j, star (c i) * inner ℂ (χ i) (χ j) * c j := by
     rw [Complex.ofReal_pow]
-    refine (inner_self_eq_norm_sq_to_K (𝕜 := ℂ) _).symm.trans ?_
+    refine (inner_self_eq_norm_sq_to_K (𝕜 := ℂ) (∑ i, c i • χ i)).symm.trans ?_
     rw [sum_inner]
     refine Finset.sum_congr rfl fun i _ => ?_
```
